# The trace around a closed loop of unitary links is gauge invariant, and N − Re tr W vanishes only at W = 1

Let a unitary $N\times N$ matrix $U_{xy}$ be attached to every ordered pair of sites, and let $W$ be the ordered product of these links around a closed walk of any length. Then $\operatorname{tr}W$ is unchanged under $U_{xy}\to g_xU_{xy}g_y^{-1}$ with unitary $g_x$. The deficit $N-\operatorname{Re}\operatorname{tr}W$ is nonnegative, and it is zero exactly when $W=1$.

For $N=1$ the link is a phase, as in a tight-binding model in a magnetic field. With $W=e^{i\varphi}$ the deficit is $1-\cos\varphi$, which is zero when the loop encloses a whole number of flux quanta $h/|q|$, with $h$ Planck's constant and $q$ the charge of the hopping particle. In a lattice gauge simulation with finitely many unitary links, the invariance gives a check on the code: a random gauge transformation must leave an action built from such loop traces unchanged up to rounding.

## Gauge factors cancel along the walk

Let the walk visit $x_0,x_1,\dots,x_L$, and define the transporters
$$T_0=1,\qquad T_{k+1}=T_k\,U_{x_kx_{k+1}}.$$
Primes denote transformed quantities. The claim is that $T_k'=g_{x_0}T_k\,g_{x_k}^{-1}$. It holds for $k=0$, since $g_{x_0}g_{x_0}^{-1}=1$. If it holds for $k$, then
$$T_{k+1}'=g_{x_0}T_k\,g_{x_k}^{-1}\,g_{x_k}U_{x_kx_{k+1}}g_{x_{k+1}}^{-1}=g_{x_0}T_{k+1}\,g_{x_{k+1}}^{-1}.$$
On a closed walk $x_L=x_0$, so $W=T_L$ becomes $g_{x_0}Wg_{x_0}^{-1}$. Cyclicity of the trace gives $\operatorname{tr}W'=\operatorname{tr}W$.

## The row norm bounds the trace

The diagonal entries of $WW^\dagger=1$ say that $\sum_j|W_{ij}|^2=1$ for each row $i$. Write $W_{ii}=a+ib$ with real $a,b$. Then $a^2+b^2\le1$, and $(a-1)^2\ge0$ gives $2a\le a^2+1\le2$, so $a\le1$. Hence
$$N-\operatorname{Re}\operatorname{tr}W=\sum_i(1-\operatorname{Re}W_{ii})\ge0.$$
If the sum is zero, each term is zero and every $a=1$. The bound $a^2+b^2\le1$ then forces $b=0$, and the diagonal entry uses up the whole norm of its row, so the other entries vanish. Thus $W=1$. Conversely, $W=1$ has trace $N$ and deficit zero.

## A triangle of 2 × 2 links

Take three distinct sites, the Pauli matrices $\sigma_x,\sigma_y,\sigma_z$, and the links
$$U_{x_0x_1}=i\sigma_x,\quad U_{x_1x_2}=i\sigma_y,\quad U_{x_2x_0}=(1+i\sigma_z)/\sqrt2 .$$
The first two multiply to $-i\sigma_z$, so $W=(1-i\sigma_z)/\sqrt2$. Its trace is $\sqrt2$ and its deficit is $2-\sqrt2\approx0.586$. Now set $g_{x_0}=i\sigma_y$ and leave the other sites alone. The loop matrix becomes $W'=(1+i\sigma_z)/\sqrt2$, which differs from $W$ but has the same trace.

## Links, walks and the action in Lean

```lean
import Mathlib

open Matrix

namespace LatticeWilsonLoop

noncomputable section
```

The gauge group is the full unitary group, with no condition on the determinant.

```lean
/-- The gauge group of unitary `N × N` matrices. -/
abbrev G (N : ℕ) := Matrix.unitaryGroup (Fin N) ℂ
```

The type `V` of sites is arbitrary, and no lattice geometry is imposed. A walk is a function `x : ℕ → V`, of which only the first `L` steps matter. `transport U x k` is $T_k$, with later links multiplied on the right.

```lean
variable {V ι : Type*} {N : ℕ}

/-- The ordered product of the link matrices along the first `L` steps of the walk `x`. -/
def transport (U : V → V → G N) (x : ℕ → V) : ℕ → G N
  | 0 => 1
  | k + 1 => transport U x k * U (x k) (x (k + 1))
```

The field `U : V → V → G N` assigns independent matrices to the two orientations of a link. The usual condition $U_{yx}=U_{xy}^{-1}$ is a special case, and gauge transformations preserve it.

```lean
/-- The local gauge transformation `U_xy → g_x U_xy g_y⁻¹` of the link field. -/
def gaugeTransform (g : V → G N) (U : V → V → G N) : V → V → G N :=
  fun a b => g a * U a b * (g b)⁻¹
```

The trace is not divided by $N$. The suffix `.1` extracts the matrix from an element of the unitary group.

```lean
/-- The trace of the ordered product of links along `L` steps of the walk `x`. -/
def wilsonLoop (U : V → V → G N) (x : ℕ → V) (L : ℕ) : ℂ :=
  Matrix.trace (transport U x L).1

/-- The deficit `N - Re tr W` of a unitary matrix `W`. -/
def deficit (W : G N) : ℝ := (N : ℝ) - (Matrix.trace W.1).re
```

The action sums deficits over a finite family of walks labelled by `ι`. On a hypercubic lattice the standard choice is the elementary squares, but any finite family is allowed here. The constant $\beta$ sets how strongly nontrivial loop products are penalised in the statistical weight $e^{-S}$, where $S$ is the action. It absorbs the factor $1/N$ that appears in some conventions.

```lean
/-- The Wilson action: a coupling `β` times the sum of the deficits of the link products along the
walks `x p`, of lengths `len p`, with `p` in the finite family `P`. -/
def wilsonAction (β : ℝ) (P : Finset ι) (x : ι → ℕ → V) (len : ι → ℕ)
    (U : V → V → G N) : ℝ :=
  β * ∑ p ∈ P, deficit (transport U (x p) (len p))
```

Labelling links by ordered pairs of sites leaves room for only one matrix from $x$ to $y$. On a periodic lattice with just two sites in some direction, two different links join the same pair. A model with a separate type of edges, each with a source and a target, would cover that case. Walks would then be sequences of edges with matching ends, and the cancellation of gauge factors would go through in the same way.

## Invariance of the trace

The induction on `L` follows the calculation above. After the induction hypothesis is inserted, `group` cancels the factors at the intermediate site.

```lean
/-- Under a gauge transformation the ordered product along a walk changes only by the
gauge matrices at its two ends. -/
theorem transport_gauge (g : V → G N) (U : V → V → G N) (x : ℕ → V) (L : ℕ) :
    transport (gaugeTransform g U) x L = g (x 0) * transport U x L * (g (x L))⁻¹ := by
  induction L with
  | zero => simp [transport]
  | succ k ih =>
    -- the gauge factors at the intermediate site cancel
    simp only [transport, gaugeTransform] at ih ⊢
    rw [ih]
    group
```

The hypothesis `hx : x L = x 0` says that the walk closes. It turns the two end factors into a conjugation, and `Matrix.trace_mul_comm` brings them together.

```lean
/-- The trace of the ordered product around a closed loop is gauge invariant. -/
theorem wilsonLoop_gauge (g : V → G N) (U : V → V → G N) (x : ℕ → V) (L : ℕ)
    (hx : x L = x 0) :
    wilsonLoop (gaugeTransform g U) x L = wilsonLoop U x L := by
  unfold wilsonLoop
  rw [transport_gauge, hx]
  have h : ((g (x 0))⁻¹).1 * (g (x 0)).1 = 1 :=
    congrArg Subtype.val (inv_mul_cancel (g (x 0)))
  change Matrix.trace ((g (x 0)).1 * (transport U x L).1 * ((g (x 0))⁻¹).1) = _
  -- cyclicity of the trace brings the two gauge matrices together
  rw [Matrix.trace_mul_comm, ← mul_assoc, h, one_mul]
```

## Positivity and the zero of the deficit

The diagonal entries of $WW^\dagger=1$ give the row norm.

```lean
/-- Each row of a unitary matrix has unit norm. -/
theorem row_norm (W : G N) (i : Fin N) : ∑ j, Complex.normSq (W.1 i j) = 1 := by
  have h := congrArg (fun M : Matrix (Fin N) (Fin N) ℂ => M i i)
    (Matrix.mem_unitaryGroup_iff.mp W.2)
  simp only [Matrix.mul_apply, Matrix.star_apply, Complex.star_def, Complex.mul_conj,
    Matrix.one_apply_eq] at h
  exact_mod_cast h
```

In the next proof, `hsum` writes the deficit as a sum over diagonal entries, `hdiag` is $|W_{ii}|^2\le1$, and `hterm` is $\operatorname{Re}W_{ii}\le1$, which `nlinarith` obtains from the square $(a-1)^2$. For the zero case, the proof compares entries with those of the identity. On the diagonal the imaginary part must vanish. Off the diagonal, the two entries $W_{ii}$ and $W_{ij}$ together cannot exceed the row norm, so $W_{ij}=0$.

```lean
/-- The deficit `N - Re tr W` of a unitary matrix is nonnegative, and it vanishes exactly
when `W` is the identity. -/
theorem deficit_nonneg_and_eq_zero_iff (W : G N) :
    0 ≤ deficit W ∧ (deficit W = 0 ↔ W = 1) := by
  have hsum : ∀ A : G N, deficit A = ∑ i, (1 - (A.1 i i).re) := by
    intro A
    simp [deficit, Matrix.trace, Finset.sum_sub_distrib, Complex.re_sum]
  have hdiag : ∀ i, Complex.normSq (W.1 i i) ≤ 1 := fun i =>
    (Finset.single_le_sum (f := fun j => Complex.normSq (W.1 i j))
      (fun j _ => Complex.normSq_nonneg _) (Finset.mem_univ i)).trans_eq (row_norm W i)
  have hterm : ∀ i ∈ Finset.univ, 0 ≤ 1 - (W.1 i i).re := by
    intro i _
    have h := hdiag i
    rw [Complex.normSq_apply] at h
    nlinarith [sq_nonneg ((W.1 i i).re - 1), mul_self_nonneg (W.1 i i).im]
  refine ⟨by rw [hsum]; exact Finset.sum_nonneg hterm, ?_, ?_⟩
  · intro h0
    rw [hsum, Finset.sum_eq_zero_iff_of_nonneg hterm] at h0
    have hre : ∀ i, (W.1 i i).re = 1 := fun i => by
      linarith [h0 i (Finset.mem_univ i)]
    apply Subtype.ext
    change W.1 = 1
    refine Matrix.ext fun i j => ?_
    have hi := hdiag i
    rw [Complex.normSq_apply, hre i] at hi
    by_cases hij : i = j
    · subst hij
      have him : (W.1 i i).im = 0 :=
        mul_self_eq_zero.mp (le_antisymm (by linarith) (mul_self_nonneg _))
      rw [Matrix.one_apply_eq]
      exact Complex.ext (by rw [hre i, Complex.one_re]) (by rw [him, Complex.one_im])
    · -- the diagonal entry already exhausts the norm of the row
      have hp : ∑ k ∈ ({i, j} : Finset (Fin N)), Complex.normSq (W.1 i k)
          ≤ ∑ k, Complex.normSq (W.1 i k) :=
        Finset.sum_le_sum_of_subset_of_nonneg (Finset.subset_univ _)
          (fun k _ _ => Complex.normSq_nonneg _)
      rw [Finset.sum_pair hij, row_norm W i, Complex.normSq_apply (W.1 i i), hre i] at hp
      rw [Matrix.one_apply_ne hij]
      exact Complex.normSq_eq_zero.mp (le_antisymm
        (by linarith [mul_self_nonneg (W.1 i i).im]) (Complex.normSq_nonneg _))
  · rintro rfl
    rw [hsum]
    refine Finset.sum_eq_zero fun i _ => ?_
    change 1 - ((1 : Matrix (Fin N) (Fin N) ℂ) i i).re = 0
    simp
```

The main theorem combines the two results for a closed walk. It allows $L=0$, where the product is empty and $W=1$.

```lean
/-- For unitary links around a closed loop of any length, the trace of the ordered product
`W` is gauge invariant, and `N - Re tr W` is nonnegative and vanishes exactly when `W = 1`. -/
theorem wilson_loop_main (U : V → V → G N) (x : ℕ → V) (L : ℕ) (hx : x L = x 0) :
    (∀ g : V → G N, wilsonLoop (gaugeTransform g U) x L = wilsonLoop U x L) ∧
    0 ≤ (N : ℝ) - (wilsonLoop U x L).re ∧
    ((N : ℝ) - (wilsonLoop U x L).re = 0 ↔ transport U x L = 1) :=
  ⟨fun g => wilsonLoop_gauge g U x L hx, deficit_nonneg_and_eq_zero_iff (transport U x L)⟩
```

## Zero deficit as pure gauge on a simple loop

Suppose the sites $x_0,\dots,x_{L-1}$ are distinct. Then the deficit vanishes exactly when one gauge transformation turns every link of the loop into the identity.

If $W=1$, set $g_{x_k}=T_k$ for $k<L$ and $g=1$ at all other sites. As long as $g_{x_{k+1}}=T_{k+1}$, the transformed link is
$$T_k\,U_{x_kx_{k+1}}\,T_{k+1}^{-1}=1.$$
On the last step this condition reads $g_{x_0}=T_L$, which holds because $T_0=1=W$. Conversely, if all transformed links are the identity, then $1=g_{x_0}Wg_{x_0}^{-1}$ and $W=1$.

In Lean, `hinj` expresses that the sites are distinct. It makes `g` well determined, since each site of the loop has only one index `k`; this is the content of `hg`. The statement `hnext` treats the closing step separately. The converse uses `transport_gauge`.

```lean
/-- On a closed loop whose sites `x 0, …, x (L - 1)` are distinct, the deficit vanishes exactly when
some gauge transformation turns every link of the loop into the identity. -/
theorem deficit_eq_zero_iff_pure_gauge (U : V → V → G N) (x : ℕ → V) (L : ℕ)
    (hx : x L = x 0) (hinj : ∀ j k, j < L → k < L → x j = x k → j = k) :
    deficit (transport U x L) = 0 ↔
      ∃ g : V → G N, ∀ k < L, gaugeTransform g U (x k) (x (k + 1)) = 1 := by
  classical
  rw [(deficit_nonneg_and_eq_zero_iff _).2]
  constructor
  · intro hW
    -- the gauge matrix at a site is the transporter from the starting point to it
    let g : V → G N := fun v =>
      if h : ∃ k, k < L ∧ x k = v then transport U x h.choose else 1
    have hg : ∀ k, k < L → g (x k) = transport U x k := by
      intro k hk
      have h : ∃ j, j < L ∧ x j = x k := ⟨k, hk, rfl⟩
      have e : h.choose = k := hinj _ _ h.choose_spec.1 hk h.choose_spec.2
      have h1 : g (x k) = transport U x h.choose := dif_pos h
      rw [h1, e]
    have hnext : ∀ k, k < L → g (x (k + 1)) = transport U x (k + 1) := by
      intro k hk
      rcases (by omega : k + 1 < L ∨ k + 1 = L) with h | h
      · exact hg _ h
      · -- the last step closes because the full product is the identity
        rw [h, hx]
        exact (hg 0 (by omega)).trans hW.symm
    refine ⟨g, fun k hk => ?_⟩
    unfold gaugeTransform
    rw [hg k hk, hnext k hk]
    exact mul_inv_cancel (transport U x (k + 1))
  · rintro ⟨g, hg⟩
    have h : ∀ m, m ≤ L → transport (gaugeTransform g U) x m = 1 := by
      intro m
      induction m with
      | zero => intro _; rfl
      | succ k ih =>
        intro hk
        rw [transport, ih (by omega), hg k (by omega), one_mul]
    have h1 := h L le_rfl
    rw [transport_gauge, hx] at h1
    exact conj_eq_one_iff.mp h1
```

## The action over a finite family of loops

If every walk in the family closes, each deficit is gauge invariant, and so is their sum. This holds for any real `β`.

```lean
/-- The Wilson action of a finite family of closed loops is gauge invariant. -/
theorem wilsonAction_gauge (β : ℝ) (P : Finset ι) (x : ι → ℕ → V) (len : ι → ℕ)
    (hx : ∀ p ∈ P, x p (len p) = x p 0) (g : V → G N) (U : V → V → G N) :
    wilsonAction β P x len (gaugeTransform g U) = wilsonAction β P x len U := by
  unfold wilsonAction
  congr 1
  refine Finset.sum_congr rfl fun p hp => ?_
  exact congrArg (fun z : ℂ => (N : ℝ) - z.re) (wilsonLoop_gauge g U (x p) (len p) (hx p hp))
```

For positive `β` the action is a positive multiple of a sum of nonnegative terms, so it vanishes exactly when each term does. This part does not need the walks to be closed, because the bound on the deficit applies to any unitary matrix.

```lean
/-- At positive coupling the Wilson action is nonnegative, and it vanishes exactly when the
ordered product along every member of the family is the identity. -/
theorem wilsonAction_nonneg_and_eq_zero_iff {β : ℝ} (hβ : 0 < β) (P : Finset ι)
    (x : ι → ℕ → V) (len : ι → ℕ) (U : V → V → G N) :
    0 ≤ wilsonAction β P x len U ∧
    (wilsonAction β P x len U = 0 ↔ ∀ p ∈ P, transport U (x p) (len p) = 1) := by
  have h : ∀ p ∈ P, 0 ≤ deficit (transport U (x p) (len p)) :=
    fun p _ => (deficit_nonneg_and_eq_zero_iff _).1
  unfold wilsonAction
  refine ⟨mul_nonneg hβ.le (Finset.sum_nonneg h), ?_⟩
  rw [mul_eq_zero, or_iff_right hβ.ne', Finset.sum_eq_zero_iff_of_nonneg h]
  exact forall₂_congr fun p _ => (deficit_nonneg_and_eq_zero_iff _).2

end

end LatticeWilsonLoop
```

Zero action does not force every closed loop to have $W=1$. On a periodic lattice, for instance, all elementary squares can have $W=1$ while a loop that winds around the lattice does not. The theorems concern a fixed link configuration and say nothing about averages over configurations, the continuum limit or confinement.

```lean
#print axioms LatticeWilsonLoop.wilson_loop_main
-- 'LatticeWilsonLoop.wilson_loop_main' depends on axioms: [propext, Classical.choice, Quot.sound]
#print axioms LatticeWilsonLoop.deficit_eq_zero_iff_pure_gauge
-- 'LatticeWilsonLoop.deficit_eq_zero_iff_pure_gauge' depends on axioms: [propext, Classical.choice, Quot.sound]
#print axioms LatticeWilsonLoop.wilsonAction_gauge
-- 'LatticeWilsonLoop.wilsonAction_gauge' depends on axioms: [propext, Classical.choice, Quot.sound]
#print axioms LatticeWilsonLoop.wilsonAction_nonneg_and_eq_zero_iff
-- 'LatticeWilsonLoop.wilsonAction_nonneg_and_eq_zero_iff' depends on axioms: [propext, Classical.choice, Quot.sound]
```
